# Modulus of the local wave vector in the gap of a two-band Dirac model under a constant force

The theorem `norm_eq_in_gap` concerns a two-band Dirac Hamiltonian with velocity `v`, mass term `D` and real transverse wave vector `q`, in units with ħ = 1. A complex number `k` is a local wave vector at position `x` if the Hamiltonian at `k` has `F x` as an eigenvalue. For positive `v` and `F`, and |x| at most Δ/F with Δ = √(D² + (v q)²) half the energy gap, the theorem states that every such `k` has modulus √(Δ² − (F x)²)/v. The proof takes from an earlier lemma that `k` has zero real part, and uses the real part of the dispersion relation to show that Δ² − (F x)² equals (v‖k‖)². It then takes the square root and divides by `v`.

As first written in Lean, the proof fails:

```lean
import Mathlib

open Real

namespace NormEqInGap

noncomputable section

/-- The Pauli matrix `σx`. -/
def pauliX : Matrix (Fin 2) (Fin 2) ℂ := !![0, 1; 1, 0]

/-- The Pauli matrix `σy`. -/
def pauliY : Matrix (Fin 2) (Fin 2) ℂ := !![0, -Complex.I; Complex.I, 0]

/-- The Pauli matrix `σz`. -/
def pauliZ : Matrix (Fin 2) (Fin 2) ℂ := !![1, 0; 0, -1]

/-- Two-band Dirac Hamiltonian with velocity `v`, mass term `D`, real transverse wave vector `q`
and complex wave vector `k` along the field, in units with `ħ = 1`. -/
def diracH (v D q : ℝ) (k : ℂ) : Matrix (Fin 2) (Fin 2) ℂ :=
  ((v : ℂ) * k) • pauliZ + ((v : ℂ) * q) • pauliY + (D : ℂ) • pauliX

/-- `k` is a local wave vector at position `x` in a field of force `F`: the Hamiltonian has the
local band energy `F x` as an eigenvalue. -/
def IsLocalMode (v D q F x : ℝ) (k : ℂ) : Prop :=
  (diracH v D q k - ((F : ℂ) * x) • (1 : Matrix (Fin 2) (Fin 2) ℂ)).det = 0

/-- Half the energy gap at transverse wave vector `q`. -/
def halfGap (v D q : ℝ) : ℝ := √(D ^ 2 + (v * q) ^ 2)

/-- The square of the half gap is the sum of the squares of the mass term and the transverse term
`v q`. -/
theorem halfGap_sq (v D q : ℝ) : halfGap v D q ^ 2 = D ^ 2 + (v * q) ^ 2 :=
  Real.sq_sqrt (by positivity)

/-- Complex band structure: `k` is a local wave vector at `x` exactly when
`(v k)² = (F x)² - D² - (v q)²`. -/
theorem isLocalMode_iff (v D q F x : ℝ) (k : ℂ) :
    IsLocalMode v D q F x k ↔
      ((v : ℂ) * k) ^ 2 = ((F : ℂ) * x) ^ 2 - ((D : ℂ) ^ 2 + ((v : ℂ) * q) ^ 2) := by
  have hdet : (diracH v D q k - ((F : ℂ) * x) • (1 : Matrix (Fin 2) (Fin 2) ℂ)).det
      = ((F : ℂ) * x) ^ 2 - ((D : ℂ) ^ 2 + ((v : ℂ) * q) ^ 2) - ((v : ℂ) * k) ^ 2 := by
    rw [Matrix.det_fin_two]
    simp [diracH, pauliX, pauliY, pauliZ]
    linear_combination ((v : ℂ) * q) ^ 2 * Complex.I_sq
  unfold IsLocalMode
  rw [hdet]
  constructor <;> intro h <;> linear_combination -h

/-- For a positive force, the region within `halfGap / F` of the origin is where the local band
energy `F x` lies in the closed gap. -/
theorem abs_le_iff_in_gap {F : ℝ} (hF : 0 < F) (v D q x : ℝ) :
    |x| ≤ halfGap v D q / F ↔ (F * x) ^ 2 ≤ halfGap v D q ^ 2 := by
  have h : |x| * F = |F * x| := by rw [abs_mul, abs_of_pos hF, mul_comm]
  have hg : 0 ≤ halfGap v D q := Real.sqrt_nonneg _
  rw [le_div_iff₀ hF, h, ← sq_le_sq₀ (abs_nonneg _) hg, sq_abs]

/-- For positive velocity and force, a local wave vector has zero real part exactly when
`|x| ≤ halfGap / F`. -/
theorem re_eq_zero_iff {v F : ℝ} (hv : 0 < v) (hF : 0 < F) {D q x : ℝ} {k : ℂ}
    (hk : IsLocalMode v D q F x k) : k.re = 0 ↔ |x| ≤ halfGap v D q / F := by
  rw [abs_le_iff_in_gap hF, halfGap_sq]
  have h := (isLocalMode_iff v D q F x k).1 hk
  -- real and imaginary parts of the dispersion relation
  have hr : v ^ 2 * (k.re ^ 2 - k.im ^ 2) = (F * x) ^ 2 - (D ^ 2 + (v * q) ^ 2) := by
    have h1 := congrArg Complex.re h
    simp [pow_two] at h1
    linear_combination h1
  have hi : v ^ 2 * (k.re * k.im) = 0 := by
    have h1 := congrArg Complex.im h
    simp [pow_two] at h1
    linear_combination h1 / 2
  have hv2 : 0 < v ^ 2 := by positivity
  constructor
  · intro h0
    rw [h0] at hr
    nlinarith [mul_nonneg hv2.le (sq_nonneg k.im)]
  · intro hx
    rcases mul_eq_zero.1 ((mul_eq_zero.1 hi).resolve_left hv2.ne') with h0 | h0
    · exact h0
    · rw [h0] at hr
      have h2 : v ^ 2 * k.re ^ 2 = 0 :=
        le_antisymm (by linarith) (by positivity)
      exact pow_eq_zero_iff (two_ne_zero) |>.1 ((mul_eq_zero.1 h2).resolve_left hv2.ne')

/-- For positive velocity and force, every local wave vector in the region `|x| ≤ halfGap / F`
has modulus `√(halfGap² - (F x)²) / v`. -/
theorem norm_eq_in_gap {v F : ℝ} (hv : 0 < v) (hF : 0 < F) {D q x : ℝ} {k : ℂ}
    (hk : IsLocalMode v D q F x k) (hx : |x| ≤ halfGap v D q / F) :
    ‖k‖ = √(halfGap v D q ^ 2 - (F * x) ^ 2) / v := by
  have h0 := (re_eq_zero_iff hv hF hk).2 hx
  have h1 := congrArg Complex.re ((isLocalMode_iff v D q F x k).1 hk)
  simp [pow_two, h0] at h1
  have hn : ‖k‖ ^ 2 = k.im ^ 2 := by
    rw [Complex.sq_norm, Complex.normSq_apply, h0]
    ring
  have hs : halfGap v D q ^ 2 - (F * x) ^ 2 = (v * ‖k‖) ^ 2 := by
    rw [halfGap_sq, mul_pow, hn]
    linear_combination -h1
  rw [hs, Real.sqrt_sq (by positivity), mul_div_cancel_left₀ _ hv.ne']

end

end NormEqInGap
```

The compiler's answer:

```
Main.lean:98:29: error: Tactic `rewrite` failed: Did not find an occurrence of the pattern
  ‖k‖ ^ 2
in the target expression
  D ^ 2 + v ^ 2 * q ^ 2 - (F * x) ^ 2 = (v * ‖k‖) ^ 2

v F : ℝ
hv : 0 < v
hF : 0 < F
D q x : ℝ
k : ℂ
hk : IsLocalMode v D q F x k
hx : |x| ≤ halfGap v D q / F
h0 : k.re = 0
h1 : -(v * k.im * (v * k.im)) = F * x * (F * x) - (D * D + v * q * (v * q))
hn : ‖k‖ ^ 2 = k.im ^ 2
⊢ D ^ 2 + v ^ 2 * q ^ 2 - (F * x) ^ 2 = (v * ‖k‖) ^ 2
```

Cause. The message says that `rw` found no `‖k‖ ^ 2` to replace by means of `hn`. The step before it, `mul_pow`, was given without arguments, so Lean fixed them at the first match, which was `(v * q) ^ 2`. The displayed goal shows this: that term has become `v ^ 2 * q ^ 2`, while `(v * ‖k‖) ^ 2` is still unexpanded. Writing `mul_pow v ‖k‖` directs the rewrite to the product on the right-hand side, which becomes `v ^ 2 * ‖k‖ ^ 2`, and `hn` then applies.

The other change corrects a sign error that Lean had not reported, because the proof of `hs` stopped at the failed rewrite. After the rewrites, the left side minus the right side of the goal is D² + (v q)² − (F x)² − v²(Im k)². The same difference for `h1` is exactly this expression, so the coefficient must be +1, and `linear_combination -h1` would have failed.

The repair, with which the file compiles:

```diff
@@ -96,6 +96,6 @@
     ring
   have hs : halfGap v D q ^ 2 - (F * x) ^ 2 = (v * ‖k‖) ^ 2 := by
-    rw [halfGap_sq, mul_pow, hn]
-    linear_combination -h1
+    rw [halfGap_sq, mul_pow v ‖k‖, hn]
+    linear_combination h1
   rw [hs, Real.sqrt_sq (by positivity), mul_div_cancel_left₀ _ hv.ne']
 
```
